# Positive semidefinite loss and gain keep free-fermion occupations between 0 and 1

Q: I propagate the one-particle density matrix $\gamma(t)$ of a few orbitals coupled to reservoirs, diagonalise it, and put the eigenvalues $n_k$ into the entropy $-\sum_k [n_k\ln n_k+(1-n_k)\ln(1-n_k)]$. One eigenvalue below 0 or above 1 and the logarithm fails. What guarantees that the equation of motion itself never produces one?

A: Conditions on its coefficients. With $\hbar=1$, the equation is

$$\gamma'=-K\gamma-\gamma K^\dagger+G,\qquad K=ih+\tfrac12(L+G).$$

Here $h$ is the one-particle Hamiltonian, $L$ describes loss to the reservoirs and $G$ gain from them. If $h$ is Hermitian, $L$ and $G$ are positive semidefinite, and the occupations start in $[0,1]$, they stay there. The formal version takes complex matrices indexed by any finite set `n` of orbitals.

```lean
import Mathlib

open Matrix Set
open scoped ComplexOrder Matrix.Norms.Operator

namespace OpenSystemDensityMatrix

noncomputable section

variable {n : Type*} [Fintype n] [DecidableEq n]
```

Q: Which conventions does that fix?

A: The basis is orthonormal, so the filled system is the identity matrix. The indices label spin orbitals, without a closed-shell factor of 2, and $\gamma_{ij}=\langle c_j^\dagger c_i\rangle$. The letter $L$ is a matrix of loss rates, not a Lindblad jump operator. The name `damping` is also broader than usual, since $K$ contains the coherent part $ih$.

```lean
/-- The damping matrix `K = i h + (L + G) / 2` of a system with one-particle Hamiltonian `h`,
loss matrix `L` and gain matrix `G`. -/
def damping (h L G : Matrix n n ℂ) : Matrix n n ℂ :=
  Complex.I • h + (1 / 2 : ℂ) • (L + G)
```

Expanding the right-hand side gives $-i[h,\gamma]-\frac12\{L+G,\gamma\}+G$. For one orbital this is $\gamma'=-L\gamma+G(1-\gamma)$: loss acts on particles, and gain is Pauli-blocked.

```lean
/-- The rate of change `-K γ - γ Kᴴ + G` of the one-particle density matrix `γ`. -/
def rate (h L G γ : Matrix n n ℂ) : Matrix n n ℂ :=
  -(damping h L G * γ) - γ * (damping h L G)ᴴ + G
```

Q: And is "solution" meant in the ordinary sense?

A: Yes. `IsEvolution` asks for this derivative at every $t\ge0$, one-sided at $t=0$. The matrices $h$, $L$ and $G$ are constant in time.

```lean
/-- The path `γ` solves the equation of motion `γ' = -K γ - γ Kᴴ + G` at all times `t ≥ 0`,
with a one-sided derivative at `t = 0`. -/
def IsEvolution (h L G : Matrix n n ℂ) (γ : ℝ → Matrix n n ℂ) : Prop :=
  ∀ t, 0 ≤ t → HasDerivWithinAt γ (rate h L G (γ t)) (Ici 0) t
```

Q: My electrons interact, and my leads have memory. Does the statement know about that?

A: No. That the real system's $\gamma$ obeys this closed equation is an assumption. It fits non-interacting fermions exchanging particles with memoryless reservoirs, through jump operators linear in $c$ or $c^\dagger$. With interactions, $\gamma'$ generally involves the two-particle density matrix.

Q: Then show me positivity. How do you test a matrix for it?

A: `PosSemidef` means that $M$ is Hermitian and $x^\dagger Mx\ge0$ for every vector $x$. For $M=\gamma$ and $x\ne0$, the occupation of the normalised orbital is $x^\dagger\gamma x/x^\dagger x$. The proof uses an equivalent test: $M$ passes if $\varphi(M)\ge0$ for every real-linear functional $\varphi$ that is nonnegative on all positive semidefinite matrices.

To see that this suffices, put $z=M_{ij}-\overline{M_{ji}}$. The functional $A\mapsto\mathrm{Re}[w(A_{ij}-\overline{A_{ji}})]$ vanishes on Hermitian $A$, so it is allowed for any complex $w$. Choosing $w=-\bar z$ gives $-|z|^2\ge0$, hence $z=0$ and $M$ is Hermitian. Next, $A\mapsto\mathrm{Re}[w\,x^\dagger Ax]$ is allowed whenever $\mathrm{Re}\,w\ge0$. The choice $w=1$ makes the real part of $x^\dagger Mx$ nonnegative, and $w=\pm i$ makes its imaginary part zero. The two `key` statements below are these two families.

```lean
omit [DecidableEq n] in
/-- A matrix is positive semidefinite if every real-linear functional that is nonnegative on
all positive semidefinite matrices is nonnegative on it. -/
theorem posSemidef_of_functionals (M : Matrix n n ℂ)
    (hM : ∀ φ : Matrix n n ℂ →ₗ[ℝ] ℝ, (∀ A : Matrix n n ℂ, A.PosSemidef → 0 ≤ φ A) → 0 ≤ φ M) :
    M.PosSemidef := by
  -- functionals that vanish on Hermitian matrices show that `M` is Hermitian
  have hH : M.IsHermitian := by
    ext i j
    have key : ∀ w : ℂ, 0 ≤ (w * (M i j - star (M j i))).re := by
      intro w
      let φ : Matrix n n ℂ →ₗ[ℝ] ℝ :=
        { toFun := fun A => (w * (A i j - star (A j i))).re
          map_add' := by
            intro A B
            simp only [Matrix.add_apply, Complex.star_def, Complex.mul_re, Complex.sub_re,
              Complex.sub_im, Complex.add_re, Complex.add_im, Complex.conj_re, Complex.conj_im]
            ring
          map_smul' := by
            intro r A
            simp only [Matrix.smul_apply, Complex.star_def, Complex.mul_re, Complex.sub_re,
              Complex.sub_im, Complex.smul_re, Complex.smul_im, Complex.conj_re,
              Complex.conj_im, smul_eq_mul, RingHom.id_apply]
            ring }
      refine hM φ (fun A hA => ?_)
      change 0 ≤ (w * (A i j - star (A j i))).re
      rw [hA.isHermitian.apply i j]
      simp
    have hz := key (-star (M i j - star (M j i)))
    generalize hzdef : M i j - star (M j i) = z at hz
    simp only [Complex.star_def, Complex.mul_re, Complex.neg_re, Complex.neg_im,
      Complex.conj_re, Complex.conj_im] at hz
    have hz0 : z = 0 := by
      apply Complex.ext
      · change z.re = 0
        nlinarith [sq_nonneg z.re, sq_nonneg z.im]
      · change z.im = 0
        nlinarith [sq_nonneg z.re, sq_nonneg z.im]
    rw [hz0] at hzdef
    exact (sub_eq_zero.mp hzdef).symm
  -- expectation values are functionals too
  refine PosSemidef.of_dotProduct_mulVec_nonneg hH (fun x => ?_)
  have key : ∀ w : ℂ, 0 ≤ w.re → 0 ≤ (w * (star x ⬝ᵥ M *ᵥ x)).re := by
    intro w hw
    let φ : Matrix n n ℂ →ₗ[ℝ] ℝ :=
      { toFun := fun A => (w * (star x ⬝ᵥ A *ᵥ x)).re
        map_add' := by
          intro A B
          rw [Matrix.add_mulVec, dotProduct_add, mul_add, Complex.add_re]
        map_smul' := by
          intro r A
          rw [Matrix.smul_mulVec, dotProduct_smul, mul_smul_comm, Complex.smul_re]
          rfl }
    refine hM φ (fun A hA => ?_)
    change 0 ≤ (w * (star x ⬝ᵥ A *ᵥ x)).re
    obtain ⟨h1, h2⟩ := Complex.nonneg_iff.1 (hA.dotProduct_mulVec_nonneg x)
    rw [Complex.mul_re, ← h2, mul_zero, sub_zero]
    exact mul_nonneg hw h1
  have h1 := key 1 (by simp)
  have h2 := key Complex.I (by simp)
  have h3 := key (-Complex.I) (by simp)
  simp only [one_mul, Complex.mul_re, Complex.neg_re, Complex.neg_im, Complex.I_re,
    Complex.I_im] at h1 h2 h3
  exact Complex.nonneg_iff.2 ⟨h1, by linarith⟩
```

Q: Now the dynamics. The term $-K\gamma-\gamma K^\dagger$ could surely push an eigenvalue through zero?

A: No. On its own it carries $\gamma(0)$ to $e^{-tK}\gamma(0)e^{-tK^\dagger}$, which can change the eigenvalues but keeps the matrix positive semidefinite. Take $X'=-KX-XK^\dagger+S$ with $S$ and $X(0)$ positive semidefinite, fix a final time $t\ge0$, and define

$$Y(s)=e^{(s-t)K}X(s)e^{(s-t)K^\dagger}.$$

The product rule gives

$$Y'(s)=e^{(s-t)K}\,[KX+X'+XK^\dagger]\,e^{(s-t)K^\dagger}=e^{(s-t)K}\,S\,e^{(s-t)K^\dagger}.$$

This has the form $ESE^\dagger$, so it is positive semidefinite. Hence $\varphi(Y(s))$ never decreases for an allowed $\varphi$. Also $Y(0)=e^{-tK}X(0)e^{-tK^\dagger}$ is positive semidefinite, and $Y(t)=X(t)$. Therefore $\varphi(X(t))\ge\varphi(Y(0))\ge0$, and the functional test finishes the argument.

In Lean, `E` and `F` are the two exponentials and `hFE` says that they are adjoint. The product rule is `hY`, where `noncomm_ring` cancels the $K$ terms, and `hmono` is the monotonicity. The functionals turn a matrix integral into a scalar statement about derivatives. Nothing is assumed about $K$.

```lean
/-- For any matrix `K` and any positive semidefinite source `S`, the equation
`X' = -K X - X Kᴴ + S` keeps an initially positive semidefinite `X` positive semidefinite. -/
theorem posSemidef_of_source (K S : Matrix n n ℂ) (hS : S.PosSemidef) (X : ℝ → Matrix n n ℂ)
    (hX : ∀ t, 0 ≤ t → HasDerivWithinAt X (-(K * X t) - X t * Kᴴ + S) (Ici 0) t)
    (h0 : (X 0).PosSemidef) {t : ℝ} (ht : 0 ≤ t) : (X t).PosSemidef := by
  refine posSemidef_of_functionals _ (fun φ hφ => ?_)
  let E : ℝ → Matrix n n ℂ := fun s => NormedSpace.exp ((s - t) • K)
  let F : ℝ → Matrix n n ℂ := fun s => NormedSpace.exp ((s - t) • Kᴴ)
  have hE : ∀ s, HasDerivAt E (E s * K) s := fun s =>
    (hasDerivAt_exp_smul_const K (s - t)).comp_sub_const s t
  have hF : ∀ s, HasDerivAt F (Kᴴ * F s) s := fun s =>
    (hasDerivAt_exp_smul_const' Kᴴ (s - t)).comp_sub_const s t
  have hFE : ∀ s, F s = (E s)ᴴ := by
    intro s
    change NormedSpace.exp ((s - t) • Kᴴ) = (NormedSpace.exp ((s - t) • K))ᴴ
    rw [← Matrix.exp_conjTranspose, Matrix.conjTranspose_smul, star_trivial]
  -- in the damped frame only the source drives the motion
  have hY : ∀ s, 0 ≤ s →
      HasDerivWithinAt (fun s => E s * X s * F s) (E s * S * F s) (Ici 0) s := by
    intro s hs
    refine HasDerivWithinAt.congr_deriv
      (((hE s).hasDerivWithinAt.mul (hX s hs)).mul (hF s).hasDerivWithinAt) ?_
    simp only [Pi.mul_apply]
    noncomm_ring
  have hg : ∀ s, 0 ≤ s →
      HasDerivWithinAt (fun s => φ (E s * X s * F s)) (φ (E s * S * F s)) (Ici 0) s :=
    fun s hs => (LinearMap.toContinuousLinearMap φ).hasFDerivAt.comp_hasDerivWithinAt s (hY s hs)
  have hmono : MonotoneOn (fun s => φ (E s * X s * F s)) (Ici 0) := by
    have hd : ∀ s ∈ interior (Ici (0 : ℝ)),
        HasDerivAt (fun s => φ (E s * X s * F s)) (φ (E s * S * F s)) s := by
      intro s hs
      rw [interior_Ici] at hs
      exact (hg s (le_of_lt hs)).hasDerivAt (Ici_mem_nhds hs)
    refine monotoneOn_of_deriv_nonneg (convex_Ici 0)
      (fun s hs => (hg s hs).continuousWithinAt)
      (fun s hs => (hd s hs).differentiableAt.differentiableWithinAt) (fun s hs => ?_)
    rw [(hd s hs).deriv, hFE]
    exact hφ _ (hS.mul_mul_conjTranspose_same _)
  have hle : φ (E 0 * X 0 * F 0) ≤ φ (E t * X t * F t) :=
    hmono (mem_Ici.2 le_rfl) (mem_Ici.2 ht) ht
  have hEt : E t = 1 := by simp [E]
  have hstart : 0 ≤ φ (E 0 * X 0 * F 0) := by
    rw [hFE]
    exact hφ _ (h0.mul_mul_conjTranspose_same _)
  rw [hFE t, hEt, Matrix.conjTranspose_one, one_mul, mul_one] at hle
  exact hstart.trans hle
```

Q: That gives the lower bound. Where does Pauli exclusion come in?

A: Through the $G$ inside $K$. Since $h$, $L$ and $G$ are Hermitian, $ih$ cancels against its adjoint, leaving $K+K^\dagger=L+G$.

```lean
omit [Fintype n] [DecidableEq n] in
/-- For Hermitian `h`, `L` and `G`, the Hermitian part of the damping matrix is fixed by loss
and gain: `K + Kᴴ = L + G`. -/
theorem damping_add_conjTranspose {h L G : Matrix n n ℂ} (hh : h.IsHermitian)
    (hL : L.IsHermitian) (hG : G.IsHermitian) :
    damping h L G + (damping h L G)ᴴ = L + G := by
  have hI : star Complex.I = -Complex.I := by simp
  have h2 : star (1 / 2 : ℂ) = 1 / 2 := by simp
  unfold damping
  rw [Matrix.conjTranspose_add, Matrix.conjTranspose_smul, Matrix.conjTranspose_smul,
    Matrix.conjTranspose_add, hh.eq, hL.eq, hG.eq, hI, h2]
  module
```

Let $q=1-\gamma$ be the hole matrix. Then

$$q'=K(1-q)+(1-q)K^\dagger-G=-Kq-qK^\dagger+(K+K^\dagger-G)=-Kq-qK^\dagger+L.$$

Holes obey the same equation with loss and gain exchanged, and $K$ is unchanged by the exchange. This is what the docstring below calls particle-hole symmetry; it holds for every Hermitian $h$ and doesn't require a symmetric spectrum. In Lean, `hswap` records that exchanging loss and gain leaves $K$ unchanged, and `linear_combination` inserts the identity for $K+K^\dagger$.

```lean
/-- Particle-hole symmetry: for Hermitian `h`, `L` and `G`, the hole matrix `1 - γ` obeys the
same equation of motion with loss and gain exchanged. -/
theorem IsEvolution.hole {h L G : Matrix n n ℂ} {γ : ℝ → Matrix n n ℂ} (hh : h.IsHermitian)
    (hL : L.IsHermitian) (hG : G.IsHermitian) (hγ : IsEvolution h L G γ) :
    IsEvolution h G L (fun t => 1 - γ t) := by
  intro t ht
  refine HasDerivWithinAt.congr_deriv ((hγ t ht).const_sub 1) ?_
  have hK := damping_add_conjTranspose hh hL hG
  have hswap : damping h G L = damping h L G := by
    unfold damping
    rw [add_comm G L]
  unfold rate
  rw [hswap]
  linear_combination (norm := noncomm_ring) hK
```

Q: So you run the positivity argument twice?

A: Yes, once for $\gamma$ with source $G$ and once for $1-\gamma$ with source $L$. The two conclusions together say that every eigenvalue of $\gamma(t)$ lies in $[0,1]$.

```lean
/-- Let `h` be Hermitian, let `L` and `G` be positive semidefinite, and let `γ` solve the equation
of motion `γ' = -K γ - γ Kᴴ + G` at all times `t ≥ 0`. If `γ` and `1 - γ` are positive semidefinite
at time zero, they are so at every later time. -/
theorem occupation_bounds_preserved {h L G : Matrix n n ℂ} {γ : ℝ → Matrix n n ℂ}
    (hh : h.IsHermitian) (hL : L.PosSemidef) (hG : G.PosSemidef) (hγ : IsEvolution h L G γ)
    (h0 : (γ 0).PosSemidef) (h1 : (1 - γ 0).PosSemidef) {t : ℝ} (ht : 0 ≤ t) :
    (γ t).PosSemidef ∧ (1 - γ t).PosSemidef :=
  ⟨posSemidef_of_source (damping h L G) G hG γ hγ h0 ht,
    posSemidef_of_source (damping h G L) L hL (fun s => 1 - γ s)
      (hγ.hole hh hL.isHermitian hG.isHermitian) h1 ht⟩
```

This concerns the exact solution in continuous time. An explicit Euler step can leave the interval however short it is. Take $L=G=0$, $h=\begin{pmatrix}0&1\\1&0\end{pmatrix}$ and $\gamma=\begin{pmatrix}1&0\\0&0\end{pmatrix}$: a step of length $\tau>0$ gives $\begin{pmatrix}1&i\tau\\-i\tau&0\end{pmatrix}$, whose determinant $-\tau^2$ forces a negative eigenvalue.

Q: Suppose my $G$ has nonnegative diagonal entries but one negative eigenvalue. Is that serious?

A: It is, if the system can start empty. Then $\gamma(0)=0$ and $\gamma'(0)=G$, so $G$ is the limit of $\gamma(s)/s$ as $s\downarrow0$. If $\gamma(s)$ is positive semidefinite at all later times, so is this limit. Lean takes the limit after applying $\varphi$, as a limit of slopes.

```lean
/-- If the evolution that starts from the empty system stays positive semidefinite, then the
gain matrix is positive semidefinite. -/
theorem gain_posSemidef_of_empty {h L G : Matrix n n ℂ} {γ : ℝ → Matrix n n ℂ}
    (hγ : IsEvolution h L G γ) (h0 : γ 0 = 0) (hpos : ∀ t, 0 ≤ t → (γ t).PosSemidef) :
    G.PosSemidef := by
  refine posSemidef_of_functionals _ (fun φ hφ => ?_)
  -- the initial slope of the density matrix is `G`
  have hr : rate h L G (γ 0) = G := by simp [rate, h0]
  have hd := hγ 0 le_rfl
  rw [hr] at hd
  have hg : HasDerivWithinAt (fun s => φ (γ s)) (φ G) (Ici 0) 0 :=
    (LinearMap.toContinuousLinearMap φ).hasFDerivAt.comp_hasDerivWithinAt 0 hd
  have hlim := (hasDerivWithinAt_iff_tendsto_slope' (by simp)).1 (hg.mono Ioi_subset_Ici_self)
  refine ge_of_tendsto hlim ?_
  filter_upwards [self_mem_nhdsWithin] with s hs
  have hs' : (0 : ℝ) < s := hs
  rw [slope_def_field, h0, map_zero, sub_zero, sub_zero]
  exact div_nonneg (hφ _ (hpos s hs'.le)) hs'.le
```

The mirror statement starts from the full system. Its hole matrix starts at zero and has gain $L$, so the previous theorem applies to it.

```lean
/-- Let `h`, `L` and `G` be Hermitian. If `1 - γ` stays positive semidefinite in the evolution
that starts from the completely filled system, then the loss matrix is positive semidefinite. -/
theorem loss_posSemidef_of_full {h L G : Matrix n n ℂ} {γ : ℝ → Matrix n n ℂ}
    (hh : h.IsHermitian) (hL : L.IsHermitian) (hG : G.IsHermitian) (hγ : IsEvolution h L G γ)
    (h0 : γ 0 = 1) (hpos : ∀ t, 0 ≤ t → (1 - γ t).PosSemidef) : L.PosSemidef :=
  gain_posSemidef_of_empty (hγ.hole hh hL hG) (by simp [h0]) hpos
```

Q: Give me numbers.

A: Take two orbitals, $h=0$, $\gamma(0)=0$, and

$$G=\begin{pmatrix}2&1\\1&2\end{pmatrix},\qquad L=\begin{pmatrix}2&-1\\-1&2\end{pmatrix}.$$

Both have eigenvalues 1 and 3. Since $L+G=4\cdot1$, we get $K=2\cdot1$ and $\gamma'=-4\gamma+G$, so $\gamma(t)=\frac14(1-e^{-4t})G$. At $t=\frac14\ln2$ this is $G/8$, with occupations $3/8$ and $1/8$.

Now change the matrices to

$$G=\begin{pmatrix}1&2\\2&1\end{pmatrix},\qquad L=\begin{pmatrix}3&-2\\-2&3\end{pmatrix}.$$

The sum is again $4\cdot1$, and $L$ has eigenvalues 1 and 5, but $G$ has eigenvalues 3 and $-1$. At the same time $\gamma=G/8$ has the harmless diagonal $(1/8,1/8)$, yet the orbital $(1,-1)/\sqrt2$ has occupation $-1/8$. In a simulation of this linear model, the eigenvalues of $L$ and $G$ are therefore worth checking before propagation.

Q: The main theorem assumes that a solution is given. Can you exhibit one that isn't special to two orbitals?

A: Yes, when loss and gain share one matrix: $L=(1-f)\Gamma$ and $G=f\Gamma$, with $h$ and $\Gamma$ Hermitian and $f$ real. For positive semidefinite $\Gamma$ and $0\le f\le1$, this describes reservoirs with a common, energy-independent filling $f$. The path, for any initial matrix $\gamma_0$, is

$$\gamma(t)=f\,1+e^{-tK}(\gamma_0-f\,1)e^{-tK^\dagger}.$$

```lean
/-- The path `f + exp(-t K) (γ₀ - f) exp(-t Kᴴ)`, where `K` is the damping matrix for
loss `(1 - f) Γ` and gain `f Γ`. -/
def uniformFilling (h Γ : Matrix n n ℂ) (f : ℝ) (γ₀ : Matrix n n ℂ) (t : ℝ) : Matrix n n ℂ :=
  f • (1 : Matrix n n ℂ) + NormedSpace.exp (t • (-damping h ((1 - f) • Γ) (f • Γ))) *
    (γ₀ - f • (1 : Matrix n n ℂ)) * NormedSpace.exp (t • (-(damping h ((1 - f) • Γ) (f • Γ))ᴴ))
```

At $t=0$ it equals $\gamma_0$. Because $L+G=\Gamma$, we have $K(f\,1)+(f\,1)K^\dagger=f\Gamma=G$, so uniform filling is stationary; this is `hf`. The deviation $D=\gamma-f\,1$ satisfies $D'=-KD-DK^\dagger$ by the product rule. Adding the two relations gives the equation of motion, and `alg` does that rearrangement.

```lean
/-- For Hermitian `h` and `Γ`, the path `uniformFilling` starts at `γ₀` and solves the equation
of motion with loss `(1 - f) Γ` and gain `f Γ`. -/
theorem uniformFilling_witness {h Γ : Matrix n n ℂ} (hh : h.IsHermitian) (hΓ : Γ.IsHermitian)
    (f : ℝ) (γ₀ : Matrix n n ℂ) :
    uniformFilling h Γ f γ₀ 0 = γ₀ ∧
      IsEvolution h ((1 - f) • Γ) (f • Γ) (uniformFilling h Γ f γ₀) := by
  refine ⟨by simp [uniformFilling], fun t _ => ?_⟩
  have hs : ∀ r : ℝ, (r • Γ).IsHermitian := fun r => by
    rw [Matrix.IsHermitian, Matrix.conjTranspose_smul, hΓ.eq, star_trivial]
  have hK := damping_add_conjTranspose hh (hs (1 - f)) (hs f)
  rw [← add_smul, sub_add_cancel, one_smul] at hK
  -- the uniform filling `f` is stationary
  have hf : damping h ((1 - f) • Γ) (f • Γ) * (f • (1 : Matrix n n ℂ)) +
      (f • (1 : Matrix n n ℂ)) * (damping h ((1 - f) • Γ) (f • Γ))ᴴ = f • Γ := by
    rw [mul_smul_comm, smul_mul_assoc, mul_one, one_mul, ← smul_add, hK]
  have alg : ∀ K K' c E W F g : Matrix n n ℂ, K * c + c * K' = g →
      (-K * E) * W * F + E * W * (F * (-K')) =
        -(K * (c + E * W * F)) - (c + E * W * F) * K' + g := by
    intro K K' c E W F g hg
    rw [← hg]
    noncomm_ring
  have hd := (((hasDerivAt_exp_smul_const' (-damping h ((1 - f) • Γ) (f • Γ)) t).mul_const
    (γ₀ - f • (1 : Matrix n n ℂ))).mul
    (hasDerivAt_exp_smul_const (-(damping h ((1 - f) • Γ) (f • Γ))ᴴ) t)).const_add
    (f • (1 : Matrix n n ℂ))
  exact HasDerivWithinAt.congr_deriv hd.hasDerivWithinAt (alg _ _ _ _ _ _ _ hf)

end

end OpenSystemDensityMatrix
```

```lean
#print axioms OpenSystemDensityMatrix.occupation_bounds_preserved
-- 'OpenSystemDensityMatrix.occupation_bounds_preserved' depends on axioms: [propext, Classical.choice, Quot.sound]
#print axioms OpenSystemDensityMatrix.loss_posSemidef_of_full
-- 'OpenSystemDensityMatrix.loss_posSemidef_of_full' depends on axioms: [propext, Classical.choice, Quot.sound]
```
